# The DIIS constraint can be eliminated, and nearly equal residuals can make the DIIS matrix arbitrarily ill-conditioned

## When stored residuals are nearly equal

A self-consistent-field calculation accelerated by DIIS stores residual vectors from several iterations and seeks the combination of smallest norm, with coefficients that sum to one. When successive residuals differ little compared with their size, their matrix of inner products $B$ is nearly singular. Must the exact coefficients then grow without bound?

Two results are proved below. The constrained problem is equivalent to an unconstrained one in residual differences. And in a two-residual example in the real plane, $B$ becomes arbitrarily ill-conditioned while the exact coefficients do not move.

## The constrained and the difference problem

Let $r_0,\dots,r_n$ be vectors in a normed space over $\mathbb R$ or $\mathbb C$, and let the coefficients $c_0,\dots,c_n$ be scalars from the same field. The first result says that $c$ minimizes $\|\sum_i c_i r_i\|$ among coefficients with sum one if and only if $\sum_i c_i=1$ and the tail $t_i=c_{i+1}$, $0\le i<n$, minimizes

$$\Big\|r_0+\sum_{i=0}^{n-1}t_i\,(r_{i+1}-r_0)\Big\|$$

over all $t$. To see this, solve the constraint for $c_0=1-\sum_{i=0}^{n-1}c_{i+1}$ and insert it:

$$\sum_{i=0}^{n}c_i r_i=\Big(1-\sum_{i=0}^{n-1}c_{i+1}\Big)r_0+\sum_{i=0}^{n-1}c_{i+1}r_{i+1}
=r_0+\sum_{i=0}^{n-1}c_{i+1}(r_{i+1}-r_0).$$

The two residuals are thus the same vector. Every tail $t'$ extends to the normalized coefficients $(1-\sum_i t'_i,\,t')$, and every normalized $c'$ has a tail. The two problems therefore compare the same set of norms, and minimality passes both ways. For $n=0$ the sums over the tail are empty and $c_0=1$.

The constraint matters for the identity: with all $c_i=0$ the left side is $0$, while the difference form gives $r_0$.

## Two residuals at distance $|d|$

Take $r_0=(1,0)$ and $r_1=(1,d)$ with real $d$. The inner products give

$$B=\begin{pmatrix}1&1\\1&1+d^2\end{pmatrix},\qquad \det B=(1+d^2)-1=d^2.$$

An eigenvalue $\mu$ satisfies

$$(1-\mu)(1+d^2-\mu)-1=\mu^2-(2+d^2)\mu+d^2=0.$$

The discriminant is $(2+d^2)^2-4d^2=4+d^4$, so the eigenvalues are

$$\mu_\pm=\tfrac12\big(2+d^2\pm\sqrt{4+d^4}\big),\qquad \mu_-\mu_+=d^2.$$

Since $2\le\sqrt{4+d^4}\le 2+d^2$, we have $2\le\mu_+\le 2+d^2$. For $d\ne0$ the product then shows that $\mu_->0$ and $\mu_+/\mu_-=\mu_+^2/d^2$, hence

$$\frac{4}{d^2}\le\frac{\mu_+}{\mu_-}\le\frac{(2+d^2)^2}{d^2}.$$

For $d\ne0$ the matrix $B$ is symmetric and positive definite, so this ratio is its condition number in the spectral norm. It grows without bound as $d\to0$.

The combined residual is $(c_0+c_1,\;c_1d)$. Under the constraint its squared norm is $1+c_1^2d^2$, which for $d\neq0$ is smallest only at $c_1=0$, $c_0=1$. The solution is $(1,0)$ however small $|d|$ is, so an ill-conditioned $B$ does not force the coefficients to grow. It does not make them insensitive to changes in the residuals either: if $r_1$ is replaced by $(1+d,d)$, the same minimization gives $c_1=-1/(2d)$, which is unbounded as $d\to0$.

At $d=0$ uniqueness fails: the residuals coincide, and $(0,1)$ is as good as $(1,0)$.

In double precision with $d=10^{-8}$, the entry $1+d^2$ rounds to $1$ and the stored $B$ is singular, although the difference $r_1-r_0=(0,d)$ still carries $d$.

## The statement in Lean

`mixed r c` is the combined residual, and `IsDIIS r c` says that `c` sums to one and is at least as good as every other normalized choice. `diffResidual` and `IsDiffMin` are the unconstrained counterparts. The stored residuals are indexed by `Fin (n + 1)`, the free coefficients by `Fin n`, and `i.succ` is the shift $i\mapsto i+1$. The equivalence characterizes minimizers without claiming that one exists.

`diisMatrix` is the matrix of real inner products, without the extra row and column that a Lagrange multiplier would add; the eigenvalue bounds concern this matrix alone. `lowEig d` and `highEig d` are $\mu_-$ and $\mu_+$. Residuals are given vectors here: how they arise from densities or orbitals, and whether the residual of an extrapolated state equals the extrapolated residual, is left open.

```lean
import Mathlib

open Matrix

namespace DIISConditioning

noncomputable section

variable {𝕜 E ι : Type*} [RCLike 𝕜] [NormedAddCommGroup E] [NormedSpace 𝕜 E] [Fintype ι]

/-- The extrapolated residual: the combination of the stored residuals `r i` with
coefficients `c i`. -/
def mixed (r : ι → E) (c : ι → 𝕜) : E := ∑ i, c i • r i

/-- The coefficients `c` sum to one and give the smallest extrapolated residual norm among
all coefficients that sum to one. -/
def IsDIIS (r : ι → E) (c : ι → 𝕜) : Prop :=
  ∑ i, c i = 1 ∧ ∀ c' : ι → 𝕜, ∑ i, c' i = 1 → ‖mixed r c‖ ≤ ‖mixed r c'‖

/-- The residual in difference form: the reference residual `r 0` corrected by multiples of
the differences from it. -/
def diffResidual {n : ℕ} (r : Fin (n + 1) → E) (t : Fin n → 𝕜) : E :=
  r 0 + ∑ i, t i • (r i.succ - r 0)

/-- The free coefficients `t` minimize the norm of the residual in difference form. -/
def IsDiffMin {n : ℕ} (r : Fin (n + 1) → E) (t : Fin n → 𝕜) : Prop :=
  ∀ t' : Fin n → 𝕜, ‖diffResidual r t‖ ≤ ‖diffResidual r t'‖

/-- For coefficients that sum to one, the extrapolated residual equals the difference form
evaluated at the tail of the coefficients. -/
theorem mixed_eq_diffResidual {n : ℕ} (r : Fin (n + 1) → E) (c : Fin (n + 1) → 𝕜)
    (hc : ∑ i, c i = 1) : mixed r c = diffResidual r (fun i => c i.succ) := by
  -- the constraint eliminates the coefficient of the reference residual
  have h0 : c 0 = 1 - ∑ i : Fin n, c i.succ := by
    rw [Fin.sum_univ_succ] at hc
    exact eq_sub_of_add_eq hc
  unfold mixed diffResidual
  rw [Fin.sum_univ_succ, h0]
  simp only [smul_sub, Finset.sum_sub_distrib, ← Finset.sum_smul, sub_smul, one_smul]
  abel

/-- Coefficients solve the constrained DIIS problem exactly when they sum to one and their
tail solves the unconstrained problem in difference form. -/
theorem isDIIS_iff_isDiffMin {n : ℕ} (r : Fin (n + 1) → E) (c : Fin (n + 1) → 𝕜) :
    IsDIIS r c ↔ ∑ i, c i = 1 ∧ IsDiffMin r (fun i => c i.succ) := by
  constructor
  · rintro ⟨hc, hmin⟩
    refine ⟨hc, fun t' => ?_⟩
    -- extend the free coefficients to normalized ones
    let c' : Fin (n + 1) → 𝕜 := Fin.cons (1 - ∑ i, t' i) t'
    have hc' : ∑ i, c' i = 1 := by simp [c', Fin.sum_univ_succ]
    have h := hmin c' hc'
    rw [mixed_eq_diffResidual r c hc, mixed_eq_diffResidual r c' hc'] at h
    exact h
  · rintro ⟨hc, hmin⟩
    refine ⟨hc, fun c' hc' => ?_⟩
    rw [mixed_eq_diffResidual r c hc, mixed_eq_diffResidual r c' hc']
    exact hmin _

/-- The DIIS matrix `B` of inner products between real residual vectors. -/
def diisMatrix {F κ : Type*} [NormedAddCommGroup F] [InnerProductSpace ℝ F]
    (r : κ → F) : Matrix κ κ ℝ :=
  Matrix.of fun i j => inner ℝ (r i) (r j)

/-- Two residuals in the plane, `(1, 0)` and `(1, d)`, which differ by `d` in the second
component. -/
def twoResiduals (d : ℝ) : Fin 2 → EuclideanSpace ℝ (Fin 2) :=
  ![!₂[1, 0], !₂[1, d]]

/-- The number `(2 + d² - √(4 + d⁴)) / 2`. -/
def lowEig (d : ℝ) : ℝ := (2 + d ^ 2 - √(4 + d ^ 4)) / 2

/-- The number `(2 + d² + √(4 + d⁴)) / 2`. -/
def highEig (d : ℝ) : ℝ := (2 + d ^ 2 + √(4 + d ^ 4)) / 2

/-- The DIIS matrix of the two residuals, written out entry by entry. -/
theorem diisMatrix_twoResiduals (d : ℝ) :
    diisMatrix (twoResiduals d) = !![1, 1; 1, 1 + d ^ 2] := by
  ext i j
  fin_cases i <;> fin_cases j <;>
    simp [diisMatrix, twoResiduals, PiLp.inner_apply, Fin.sum_univ_two, pow_two]

/-- The DIIS matrix of the two residuals has determinant `d²`. -/
theorem det_diisMatrix (d : ℝ) : (diisMatrix (twoResiduals d)).det = d ^ 2 := by
  rw [diisMatrix_twoResiduals]
  simp [Matrix.det_fin_two]

/-- The eigenvalues of the DIIS matrix of the two residuals are exactly `lowEig d` and
`highEig d`. -/
theorem eigenvalue_iff (d μ : ℝ) :
    (∃ v : Fin 2 → ℝ, v ≠ 0 ∧ diisMatrix (twoResiduals d) *ᵥ v = μ • v) ↔
      μ = lowEig d ∨ μ = highEig d := by
  have key : (∃ v : Fin 2 → ℝ, v ≠ 0 ∧ diisMatrix (twoResiduals d) *ᵥ v = μ • v) ↔
      (diisMatrix (twoResiduals d) - μ • (1 : Matrix (Fin 2) (Fin 2) ℝ)).det = 0 := by
    rw [← Matrix.exists_mulVec_eq_zero_iff]
    simp only [Matrix.sub_mulVec, Matrix.smul_mulVec, Matrix.one_mulVec, sub_eq_zero]
  have hdet : (!![1, 1; 1, 1 + d ^ 2] - μ • (1 : Matrix (Fin 2) (Fin 2) ℝ)).det
      = (1 - μ) * (1 + d ^ 2 - μ) - 1 := by
    simp [Matrix.det_fin_two]
  have hs : √(4 + d ^ 4) ^ 2 = 4 + d ^ 4 := Real.sq_sqrt (by positivity)
  -- factor the characteristic polynomial
  have hfac : (1 - μ) * (1 + d ^ 2 - μ) - 1 = (μ - lowEig d) * (μ - highEig d) := by
    unfold lowEig highEig
    linear_combination hs / 4
  rw [key, diisMatrix_twoResiduals, hdet, hfac, mul_eq_zero, sub_eq_zero, sub_eq_zero]

/-- For `d ≠ 0` the smaller eigenvalue is positive, and the eigenvalue ratio lies between
`4 / d²` and `(2 + d²)² / d²`. -/
theorem eigenvalue_ratio_bounds (d : ℝ) (hd : d ≠ 0) :
    0 < lowEig d ∧ 4 / d ^ 2 ≤ highEig d / lowEig d ∧
      highEig d / lowEig d ≤ (2 + d ^ 2) ^ 2 / d ^ 2 := by
  have hd2 : 0 < d ^ 2 := by positivity
  have hd4 : 0 ≤ d ^ 4 := by positivity
  have hs : √(4 + d ^ 4) ^ 2 = 4 + d ^ 4 := Real.sq_sqrt (by positivity)
  have hprod : lowEig d * highEig d = d ^ 2 := by
    unfold lowEig highEig
    linear_combination (-1 / 4) * hs
  have hs2 : 2 ≤ √(4 + d ^ 4) := (Real.le_sqrt' (by norm_num)).2 (by nlinarith)
  have hsu : √(4 + d ^ 4) ≤ 2 + d ^ 2 :=
    Real.sqrt_le_iff.2 ⟨by positivity, by nlinarith⟩
  have h2 : 2 ≤ highEig d := by unfold highEig; linarith
  have hu : highEig d ≤ 2 + d ^ 2 := by unfold highEig; linarith
  have hhi : 0 < highEig d := by linarith
  have hlo : 0 < lowEig d := by
    have h : lowEig d = d ^ 2 / highEig d := by
      rw [eq_div_iff hhi.ne']
      exact hprod
    rw [h]
    exact div_pos hd2 hhi
  -- the product of the eigenvalues turns the ratio into a square over d²
  have hratio : highEig d / lowEig d = highEig d ^ 2 / d ^ 2 := by
    rw [div_eq_div_iff hlo.ne' hd2.ne']
    linear_combination (-highEig d) * hprod
  rw [hratio]
  exact ⟨hlo, (div_le_div_iff_of_pos_right hd2).2 (by nlinarith),
    (div_le_div_iff_of_pos_right hd2).2 (by nlinarith)⟩

/-- The squared norm of the extrapolated residual built from the two residuals. -/
theorem norm_sq_mixed (d : ℝ) (c : Fin 2 → ℝ) :
    ‖mixed (twoResiduals d) c‖ ^ 2 = (c 0 + c 1) ^ 2 + (c 1 * d) ^ 2 := by
  simp [mixed, twoResiduals, EuclideanSpace.norm_sq_eq, Fin.sum_univ_two]

/-- For every `d ≠ 0` the DIIS problem for the two residuals has the unique solution
`(1, 0)`. -/
theorem isDIIS_twoResiduals_iff (d : ℝ) (hd : d ≠ 0) (c : Fin 2 → ℝ) :
    IsDIIS (twoResiduals d) c ↔ c = ![1, 0] := by
  have e0 : (![1, 0] : Fin 2 → ℝ) 0 = 1 := rfl
  have e1 : (![1, 0] : Fin 2 → ℝ) 1 = 0 := rfl
  constructor
  · rintro ⟨hc, hmin⟩
    rw [Fin.sum_univ_two] at hc
    have h := pow_le_pow_left₀ (norm_nonneg _)
      (hmin ![1, 0] (by rw [Fin.sum_univ_two, e0, e1, add_zero])) 2
    rw [norm_sq_mixed, norm_sq_mixed, e0, e1, hc] at h
    have hz : (c 1 * d) ^ 2 = 0 := le_antisymm (by linarith) (sq_nonneg _)
    have h1 : c 1 = 0 := (mul_eq_zero.1 (pow_eq_zero_iff two_ne_zero |>.1 hz)).resolve_right hd
    have h0 : c 0 = 1 := by linarith
    ext i
    fin_cases i
    · exact h0
    · exact h1
  · rintro rfl
    refine ⟨by rw [Fin.sum_univ_two, e0, e1, add_zero], fun c' hc' => ?_⟩
    rw [Fin.sum_univ_two] at hc'
    refine le_of_sq_le_sq ?_ (norm_nonneg _)
    rw [norm_sq_mixed, norm_sq_mixed, e0, e1, hc']
    nlinarith [sq_nonneg (c' 1 * d)]
where
  /-- If `a² ≤ b²` and `b` is nonnegative, then `a ≤ b`. -/
  le_of_sq_le_sq {a b : ℝ} (h : a ^ 2 ≤ b ^ 2) (hb : 0 ≤ b) : a ≤ b :=
    le_of_not_gt fun hab => by nlinarith

end

end DIISConditioning
```

```lean
#print axioms DIISConditioning.isDIIS_iff_isDiffMin
#print axioms DIISConditioning.diisMatrix_twoResiduals
#print axioms DIISConditioning.eigenvalue_ratio_bounds
#print axioms DIISConditioning.isDIIS_twoResiduals_iff
```

```
'DIISConditioning.isDIIS_iff_isDiffMin' depends on axioms: [propext, Classical.choice, Quot.sound]
'DIISConditioning.diisMatrix_twoResiduals' depends on axioms: [propext, Classical.choice, Quot.sound]
'DIISConditioning.eigenvalue_ratio_bounds' depends on axioms: [propext, Classical.choice, Quot.sound]
'DIISConditioning.isDIIS_twoResiduals_iff' depends on axioms: [propext, Classical.choice, Quot.sound]
```

## How the proof follows the algebra

**Elimination.** `mixed_eq_diffResidual` splits off the zeroth term with `Fin.sum_univ_succ`, which yields `h0`, the formula for $c_0$. After substitution, `simp` distributes the scalars and `abel` rearranges the vector sum. In `isDIIS_iff_isDiffMin`, the forward direction builds the extended coefficients with `Fin.cons`; the reverse direction applies minimality to the tail of the competitor.

**Spectrum.** `diisMatrix_twoResiduals` computes the four entries, and `det_diisMatrix` reads off the determinant. In `eigenvalue_iff`, the step `key` replaces the existence of a nonzero eigenvector by the vanishing of $\det(B-\mu I)$. The step `hfac` factors this determinant as $(\mu-\mu_-)(\mu-\mu_+)$, using only that the square of the root is $4+d^4$.

**Ratio.** In `eigenvalue_ratio_bounds`, `hprod` is $\mu_-\mu_+=d^2$, while `hs2` and `hsu` bound the square root from below and above. These give the bounds `h2` and `hu` on $\mu_+$. Positivity of $\mu_-$ follows from the product, and `hratio` turns the quotient into $\mu_+^2/d^2$.

**Minimizer.** `norm_sq_mixed` expands the squared norm. For uniqueness, `isDIIS_twoResiduals_iff` compares a given minimizer with `![1, 0]` and squares the inequality, which forces $(c_1d)^2=0$; `hd` then gives $c_1=0$, and the constraint gives $c_0=1$. Conversely, $(1,0)$ is minimal because $(c'_1d)^2\ge0$ for every competitor $c'$, and the local lemma `le_of_sq_le_sq` passes from squared norms back to norms.
